# A Ward identity for charged lines, and for closed loops over a finite momentum group

The photon vertex is modelled here by what it does to the propagators. An inverse propagator is an invertible element of a ring, and the vertex of a photon contracted with its own momentum is the difference of the inverse propagators on its two sides. In QED with a free electron this is the identity

$$(\slashed p+\slashed k-m)-(\slashed p-m)=\slashed k .$$

With this choice the identity for an open line is pure algebra: no metric, gamma matrices or spacetime dimension enter. For a loop, the sum over all insertions of the photon is also summed over the loop momentum, and the result is proved to vanish for finite momentum groups.

The argument concerns the sum of the diagrams in which one photon is attached, in turn, to each propagator of a given line or loop. A single one of these diagrams does not satisfy the identity in general. The argument does not reach the relation between the full electron propagator and the full vertex function, or the equality of their renormalization constants. In QED perturbation theory the same algebra makes a longitudinal photon drop out of an electron loop, provided that the loop momentum may be shifted. Here this is proved for finitely many loop momenta, with all other vertices independent of the loop momentum.

The ring $R$ need not be commutative, since propagators and vertices carry spinor indices.

```lean
import Mathlib

open Finset

namespace WardIdentityChain

noncomputable section

variable {R : Type*} [Ring R]
```

## The charged line and its insertions

Let $a_j$ be inverse propagators and $v_j$ vertices. The line that starts at propagator $i$ and contains $m$ vertices is

$$L^a_{i,m}=a_i^{-1}\,v_{i+1}\,a_{i+1}^{-1}\cdots v_{i+m}\,a_{i+m}^{-1},\qquad L^a_{i,0}=a_i^{-1}.$$

In Lean this is `line a v i m`. The type `Rˣ` holds the invertible elements of $R$, so every propagator exists by assumption. Physically, all momenta on the line, including those at its two ends, stay off the mass shell, where $\slashed p-m$ has an inverse. Factors of $i$ and the charge are left out.

```lean
/-- The charged line `a_i⁻¹ v_(i+1) a_(i+1)⁻¹ ... v_(i+m) a_(i+m)⁻¹` with inverse propagators `a`
and vertices `v`. -/
def line (a : ℕ → Rˣ) (v : ℕ → R) (i : ℕ) : ℕ → R
  | 0 => ↑(a i)⁻¹
  | m + 1 => line a v i m * v (i + m + 1) * ↑(a (i + m + 1))⁻¹
```

Let $b_j$ be the inverse propagators after the photon momentum has been added. A photon inserted on propagator $j$ splits it in two, with $a$-propagators to the left and $b$-propagators to the right. The sum over all positions is

$$I_n=\sum_{j=0}^{n}L^a_{0,j}\,(b_j-a_j)\,L^b_{j,n-j}.$$

Propagator $j$ appears twice in its term, as $a_j^{-1}$ and as $b_j^{-1}$, because the new vertex sits in its middle. A line with $n$ vertices has $n+1$ propagators, hence $n+1$ terms.

```lean
/-- The sum over all ways to insert the vertex `b_j - a_j` on one propagator of the line, with
propagators `a⁻¹` to the left of the insertion and `b⁻¹` to its right. -/
def insertions (a b : ℕ → Rˣ) (v : ℕ → R) (n : ℕ) : R :=
  ∑ j ∈ range (n + 1), line a v 0 j * ((b j : R) - (a j : R)) * line b v j (n - j)
```

## One propagator

For a single propagator, multiplying out gives

$$a^{-1}(b-a)b^{-1}=a^{-1}b\,b^{-1}-a^{-1}a\,b^{-1}=a^{-1}-b^{-1}.$$

The order of the factors is kept throughout. The rewriting in the proof follows the same two cancellations.

```lean
/-- Ward identity for one propagator: inserting the difference of the inverse propagators gives
the difference of the propagators. -/
theorem ward_propagator (a b : Rˣ) :
    (↑a⁻¹ : R) * ((b : R) - (a : R)) * (↑b⁻¹ : R) = (↑a⁻¹ : R) - (↑b⁻¹ : R) := by
  rw [mul_sub, sub_mul, mul_assoc, Units.mul_inv, mul_one, Units.inv_mul, one_mul]
```

## Adding a vertex to the line

Now lengthen the line from $n$ to $n+1$ vertices. An insertion at $j\le n$ leaves the new propagator to its right, so the old term is multiplied by $v_{n+1}b_{n+1}^{-1}$. One new position appears, on the last propagator. Therefore

$$I_{n+1}=I_n\,v_{n+1}b_{n+1}^{-1}+L^a_{0,n+1}(b_{n+1}-a_{n+1})\,b_{n+1}^{-1}.$$

```lean
/-- Lengthening the line by one vertex and one propagator extends all earlier insertions and adds
one insertion on the new propagator. -/
theorem insertions_succ (a b : ℕ → Rˣ) (v : ℕ → R) (n : ℕ) :
    insertions a b v (n + 1) = insertions a b v n * v (n + 1) * (↑(b (n + 1))⁻¹ : R)
      + line a v 0 (n + 1) * ((b (n + 1) : R) - (a (n + 1) : R)) * (↑(b (n + 1))⁻¹ : R) := by
  unfold insertions
  rw [Finset.sum_range_succ _ (n + 1), Finset.sum_mul, Finset.sum_mul, Nat.sub_self]
  refine congrArg₂ (· + ·) (Finset.sum_congr rfl fun j hj => ?_) rfl
  have hj' := Finset.mem_range.mp hj
  have e : n + 1 - j = (n - j) + 1 := by omega
  have e2 : j + (n - j) + 1 = n + 1 := by omega
  have h : line b v j (n - j + 1)
      = line b v j (n - j) * v (j + (n - j) + 1) * (↑(b (j + (n - j) + 1))⁻¹ : R) := rfl
  rw [e, h, e2]
  simp only [mul_assoc]
```

In the proof, `Finset.sum_range_succ` separates the term $j=n+1$, and the remaining terms are compared one by one. The bound $j\le n$ is needed there: it gives $n+1-j=(n-j)+1$, so the right-hand part of the line can be unfolded by one step.

## The identity for the open line

Write $A_n=L^a_{0,n}$ and $B_n=L^b_{0,n}$. The claim is $I_n=A_n-B_n$. For $n=0$ it is the one-propagator identity. If it holds for $n$, the recursion gives

$$\begin{aligned}
I_{n+1}&=(A_n-B_n)v_{n+1}b_{n+1}^{-1}+A_nv_{n+1}\,a_{n+1}^{-1}(b_{n+1}-a_{n+1})b_{n+1}^{-1}\\
&=A_nv_{n+1}b_{n+1}^{-1}-B_nv_{n+1}b_{n+1}^{-1}+A_nv_{n+1}a_{n+1}^{-1}-A_nv_{n+1}b_{n+1}^{-1}\\
&=A_{n+1}-B_{n+1}.
\end{aligned}$$

The first and last terms of the middle line cancel: the newest insertion removes what the older ones left over. `ward_line` states the result for every ring, all sequences of units $a_j,b_j$, all vertices $v_j$ and every $n$.

```lean
/-- Ward identity for an open line: the sum over all insertions is the line with propagators
`a⁻¹` minus the line with propagators `b⁻¹`. -/
theorem ward_line (a b : ℕ → Rˣ) (v : ℕ → R) (n : ℕ) :
    insertions a b v n = line a v 0 n - line b v 0 n := by
  induction n with
  | zero => simpa [insertions, line] using ward_propagator (a 0) (b 0)
  | succ n ih =>
    have hA : line a v 0 (n + 1) = line a v 0 n * v (n + 1) * (↑(a (n + 1))⁻¹ : R) := by
      simp [line]
    have hB : line b v 0 (n + 1) = line b v 0 n * v (n + 1) * (↑(b (n + 1))⁻¹ : R) := by
      simp [line]
    -- isolate the new propagator, where the one-propagator identity applies
    have h : line a v 0 n * v (n + 1) * (↑(a (n + 1))⁻¹ : R)
          * ((b (n + 1) : R) - (a (n + 1) : R)) * (↑(b (n + 1))⁻¹ : R)
        = line a v 0 n * v (n + 1) * ((↑(a (n + 1))⁻¹ : R)
          * ((b (n + 1) : R) - (a (n + 1) : R)) * (↑(b (n + 1))⁻¹ : R)) := by
      simp only [mul_assoc]
    rw [insertions_succ, ih, hA, hB, h, ward_propagator]
    simp only [mul_sub, sub_mul]
    abel
```

The equations `hA` and `hB` unfold the last step of the two lines, and `h` moves brackets so that `ward_propagator` applies to the newest propagator. After the products are expanded, `abel` carries out the cancellation.

## Inverse propagators linear in the momentum

For a Dirac particle, let $D$ send a momentum $p$ to $\slashed p$ and let $M$ be the mass term. If propagator $j$ carries momentum $p_j$, then

$$a_j=D(p_j)-M,\qquad b_j=D(p_j+k)-M,\qquad b_j-a_j=D(k).$$

Every insertion is now the same vertex $D(k)$, and

$$\sum_{j=0}^{n}L^a_{0,j}\,D(k)\,L^b_{j,n-j}=L^a_{0,n}-L^b_{0,n}.$$

The type `G →+ R` expresses that $D$ is additive, which is the only property of $\slashed p$ that enters. The momenta $p_j$ are arbitrary, so the other vertices may transfer any momentum. The hypotheses `ha` and `hb` identify the units with these expressions on the propagators $0,\dots,n$, which requires that $D(p_j)-M$ and $D(p_j+k)-M$ be invertible.

The right-hand side is a difference of two off-shell lines, and it is not zero in general. Its disappearance from a scattering amplitude requires the external legs to be amputated and put on shell, a step that is not treated here.

```lean
/-- For inverse propagators `D(p) - M` with `D` additive in the momentum, inserting the vertex
`D(k)` on every propagator in turn gives the line before minus the line after the shift by `k`. -/
theorem ward_line_dirac {G : Type*} [AddCommGroup G] (D : G →+ R) (M : R) (p : ℕ → G) (k : G)
    (a b : ℕ → Rˣ) (v : ℕ → R) (n : ℕ)
    (ha : ∀ j ≤ n, (a j : R) = D (p j) - M) (hb : ∀ j ≤ n, (b j : R) = D (p j + k) - M) :
    ∑ j ∈ range (n + 1), line a v 0 j * D k * line b v j (n - j)
      = line a v 0 n - line b v 0 n := by
  rw [← ward_line]
  unfold insertions
  refine Finset.sum_congr rfl fun j hj => ?_
  have hj' : j ≤ n := by
    have := Finset.mem_range.mp hj
    omega
  -- the mass term and the line momentum cancel in the difference
  have h : (b j : R) - (a j : R) = D k := by
    rw [ha j hj', hb j hj', map_add]
    abel
  rw [h]
```

The proof starts from `ward_line` and replaces each difference $b_j-a_j$ by $D(k)$.

A small matrix model shows that the required inverses can exist at every momentum. For real $x$ put

$$D(x)=\begin{pmatrix}0&x\\-x&0\end{pmatrix}.$$

This map is additive, as Lean checks entry by entry.

```lean
/-- A real momentum `x` contracted with the antisymmetric two-by-two matrix. -/
def slash : ℝ →+ Matrix (Fin 2) (Fin 2) ℝ where
  toFun x := !![0, x; -x, 0]
  map_zero' := by
    ext i j
    fin_cases i <;> fin_cases j <;> simp
  map_add' x y := by
    ext i j
    fin_cases i <;> fin_cases j <;> simp [add_comm]
```

With $M=1$,

$$\det\bigl(D(x)-1\bigr)=\det\begin{pmatrix}-1&x\\-x&-1\end{pmatrix}=1+x^2>0 .$$

The determinant has the Euclidean form $p^2+m^2$ with $m=1$, so no momentum lies on a mass shell. A real matrix with nonzero determinant is invertible, and all choices of $p_j$ and $k$ are therefore allowed in this model.

```lean
/-- The matrix `slash x - 1` is invertible at every real momentum `x`. -/
theorem ward_line_dirac_witness (x : ℝ) : IsUnit (slash x - 1) := by
  rw [Matrix.isUnit_iff_isUnit_det, isUnit_iff_ne_zero]
  have h : (slash x - 1).det = 1 + x ^ 2 := by
    simp [slash, Matrix.det_fin_two]
    ring
  rw [h]
  positivity
```

## Closing the line into a loop

For a loop, the inverse propagators become matrices $a_j(p)$ that depend on a loop momentum $p$ in an abelian group $G$. Fixed offsets between the propagators can be absorbed into the functions $a_j$. A vertex $w$ closes the line under the trace:

$$f(p)=\operatorname{Tr}\bigl[w\,a_0(p)^{-1}v_1a_1(p)^{-1}\cdots v_na_n(p)^{-1}\bigr].$$

The matrices have entries in a commutative ring $S$. The vertices $v_j$ and $w$ do not depend on $p$, and each $a_j(p)$ is invertible at every $p$ in $G$. The sign of a fermion loop and the normalisation of the momentum sum are omitted.

```lean
section Loop

variable {S G d : Type*} [CommRing S] [AddCommGroup G] [Fintype d] [DecidableEq d]

/-- The loop integrand at momentum `p`: the line closed by the vertex `w` under the trace. -/
def loop (a : ℕ → G → (Matrix d d S)ˣ) (v : ℕ → Matrix d d S) (w : Matrix d d S) (n : ℕ)
    (p : G) : S :=
  Matrix.trace (w * line (fun j => a j p) v 0 n)
```

Set $b_j(p)=a_j(p+k)$, and let $F(p)$ be the trace of $w$ times the sum of all insertions on the line. The momentum $k$ exchanged at the insertion is balanced by an opposite exchange at $w$, where propagators with and without the shift meet again. For $n=0$ the loop has one propagator before the insertion and two after it, as in vacuum polarization with one photon index contracted with $k$.

```lean
/-- The loop integrand summed over all insertions of the vertex `a_j(p+k) - a_j(p)`. -/
def loopInsertions (a : ℕ → G → (Matrix d d S)ˣ) (v : ℕ → Matrix d d S) (w : Matrix d d S)
    (n : ℕ) (k p : G) : S :=
  Matrix.trace (w * insertions (fun j => a j p) (fun j => a j (p + k)) v n)
```

The open-line identity and the linearity of the trace give, at each fixed momentum,

$$F(p)=f(p)-f(p+k).$$

```lean
/-- At fixed loop momentum the sum over insertions is the loop integrand at `p` minus the
loop integrand at `p + k`. -/
theorem loopInsertions_eq (a : ℕ → G → (Matrix d d S)ˣ) (v : ℕ → Matrix d d S)
    (w : Matrix d d S) (n : ℕ) (k p : G) :
    loopInsertions a v w n k p = loop a v w n p - loop a v w n (p + k) := by
  unfold loopInsertions loop
  rw [ward_line, mul_sub, Matrix.trace_sub]
```

## A restricted momentum sum

Let $s$ be a finite set of loop momenta and $s+k$ its translate. Summing the last formula over $s$ gives

$$\sum_{p\in s}F(p)=\sum_{p\in s}f(p)-\sum_{p\in s+k}f(p)
=\sum_{p\in s\setminus(s+k)}f(p)-\sum_{p\in(s+k)\setminus s}f(p).$$

Momenta common to $s$ and $s+k$ cancel, and what remains comes from the momenta that lie in only one of the two sets. The group $G$ may be infinite here; only $s$ is finite. In Lean the translate is `s.image (fun q => q + k)`.

```lean
/-- With the loop momentum restricted to a finite region `s`, the sum over insertions equals the
loop integrand summed over `s` outside its translate by `k`, minus that over the translate
outside `s`. -/
theorem ward_loop_cutoff [DecidableEq G] (a : ℕ → G → (Matrix d d S)ˣ) (v : ℕ → Matrix d d S)
    (w : Matrix d d S) (n : ℕ) (k : G) (s : Finset G) :
    ∑ p ∈ s, loopInsertions a v w n k p
      = ∑ p ∈ s \ s.image (fun q => q + k), loop a v w n p
        - ∑ p ∈ s.image (fun q => q + k) \ s, loop a v w n p := by
  rw [Finset.sum_sdiff_sub_sum_sdiff,
    Finset.sum_image (fun x _ y _ h => add_right_cancel h), ← Finset.sum_sub_distrib]
  exact Finset.sum_congr rfl fun p _ => loopInsertions_eq a v w n k p
```

The proof runs this computation backwards. It restores the common momenta and uses the injectivity of translation to turn the sum over the translate into a sum of $f(p+k)$ over $s$.

## The whole finite group

If $G$ is finite and $s=G$, the translate is $G$ again. Relabelling the summation momentum gives

$$\sum_{p\in G}F(p)=\sum_{p\in G}f(p)-\sum_{p\in G}f(p+k)=0 .$$

This holds for the sum over all $n+1$ insertions; for $n\ge1$ the momentum sum of a single insertion need not vanish. `Equiv.sum_comp`, applied to translation by $k$, performs the relabelling.

The inserted vertex is $a_j(p+k)-a_j(p)$, which may depend on $p$. On a finite group it cannot be a nonzero additive $D(k)$ with real or complex matrix entries: if $Nk=0$ for a positive integer $N$, then $N\,D(k)=0$ and $D(k)=0$. A lattice kinetic term such as $\sin p$ is periodic instead, and its insertion is $\sin(p+k)-\sin p$. Full lattice QED has further momentum-dependent photon vertices, which the fixed $v_j$ and $w$ do not describe.

```lean
/-- Ward identity for a closed loop: summed over all momenta of a finite group, the insertions of
`a_j(p+k) - a_j(p)` on all propagators of the loop add up to zero. -/
theorem ward_loop [Fintype G] (a : ℕ → G → (Matrix d d S)ˣ) (v : ℕ → Matrix d d S)
    (w : Matrix d d S) (n : ℕ) (k : G) :
    ∑ p, loopInsertions a v w n k p = 0 := by
  simp only [loopInsertions_eq, Finset.sum_sub_distrib]
  -- translation of the loop momentum
  have h : ∑ p, loop a v w n (p + k) = ∑ p, loop a v w n p :=
    Equiv.sum_comp (Equiv.addRight k) (loop a v w n)
  rw [h, sub_self]

end Loop
```

## A cutoff that leaves a remainder

Take two momenta, $0$ and $1$ with $1+1=0$, and one-by-one matrices with $a(0)=1$ and $a(1)=-1$.

```lean
/-- An inverse propagator on two momenta, equal to `1` at momentum zero and `-1` at the other. -/
def signs (_ : ℕ) (p : ZMod 2) : (Matrix (Fin 1) (Fin 1) ℚ)ˣ := if p = 0 then 1 else -1
```

Choose $n=0$, $w=1$ and $k=1$, and keep only the momentum $p=0$ in the sum. Then

$$F(0)=f(0)-f(1)=1-(-1)=2 .$$

The omitted momentum contributes $F(1)=f(1)-f(0)=-2$ and would restore the zero. The example is a toy propagator and not a QED regulator, but it shows how a cutoff that is not invariant under the shift can spoil the cancellation.

```lean
/-- For the loop with the single inverse propagator `signs`, closing vertex `1` and photon momentum
`1`, restricting the loop sum to momentum zero gives the value `2` for the sum over insertions. -/
theorem cutoff_violates_ward :
    ∑ p ∈ ({0} : Finset (ZMod 2)), loopInsertions signs (fun _ => 1) 1 0 1 p = 2 := by
  have h1 : (1 : ZMod 2) ≠ 0 := by decide
  have h2 : ((-1 : (Matrix (Fin 1) (Fin 1) ℚ)ˣ))⁻¹ = -1 := by
    rw [inv_eq_iff_mul_eq_one]
    simp
  rw [Finset.sum_singleton, loopInsertions_eq, zero_add]
  simp only [loop, line, signs, if_true, if_neg h1, h2, inv_one, one_mul, Units.val_neg,
    Units.val_one, Matrix.trace_neg, Matrix.trace_one, Fintype.card_fin]
  norm_num

end

end WardIdentityChain
```

```lean
#print axioms WardIdentityChain.ward_line_dirac
-- 'WardIdentityChain.ward_line_dirac' depends on axioms: [propext, Classical.choice, Quot.sound]
#print axioms WardIdentityChain.ward_loop_cutoff
-- 'WardIdentityChain.ward_loop_cutoff' depends on axioms: [propext, Classical.choice, Quot.sound]
#print axioms WardIdentityChain.ward_loop
-- 'WardIdentityChain.ward_loop' depends on axioms: [propext, Classical.choice, Quot.sound]
#print axioms WardIdentityChain.cutoff_violates_ward
-- 'WardIdentityChain.cutoff_violates_ward' depends on axioms: [propext, Classical.choice, Quot.sound]
```

## Loop integrals in place of finite sums

The loop momentum could also have been modelled as a vector in $\mathbb R^4$, with an integral in place of the sum. With Euclidean gamma matrices chosen so that $\slashed p^2=-p^2$, and with $m\neq0$, the matrix $\slashed p-m$ is invertible at every $p$. Then $D(p)=\slashed p$ is a nonzero additive map, and the inserted vertex is $\slashed k$ itself, as in continuum QED. The price is a convergence hypothesis. If $f$ is integrable, translation invariance of the integral gives

$$\int\bigl(f(p)-f(p+k)\bigr)\,d^4p=0 .$$

If $f$ is not integrable, the integral cannot be split in this way, and a cutoff may leave a surface term. The finite group avoids the convergence question and gives up the continuum form of the vertex.
